# Deviations from Matthiessen's rule are never negative for positive definite collision matrices

A resistivity calculation with several scattering mechanisms is often shortened by solving the transport equation for each mechanism alone and adding the resistivities, which is Matthiessen's rule. In a finite linearized Boltzmann model with symmetric positive definite collision matrices and a common driving vector, that sum is a lower bound on the resistivity obtained from the added matrices.

## The deviation as a sum of collision forms

Write ⟨u, v⟩ for the real dot product. Let C be a symmetric positive definite collision matrix and X ≠ 0 the driving vector. The linearized equation C u = X has the solution C⁻¹X. Since C⁻¹ is also positive definite, the conductivity σ(C) = ⟨X, C⁻¹X⟩ is positive. Define

ρ(C) = 1/σ(C),  w(C) = ρ(C) C⁻¹X.

The response w(C) carries unit current and satisfies a balance equation:

⟨X, w(C)⟩ = 1,  C w(C) = ρ(C) X.

For any u with ⟨X, u⟩ = 1, symmetry of C gives

⟨w(C), C u⟩ = ⟨C w(C), u⟩ = ρ(C) ⟨X, u⟩ = ρ(C).  (1)

Now take finitely many mechanisms C_i, at least one, with S = ∑ C_i, w = w(S) and w_i = w(C_i). By (1) and symmetry, ⟨w_i, C_i w⟩, ⟨w, C_i w_i⟩ and ⟨w_i, C_i w_i⟩ all equal ρ(C_i), so

⟨w − w_i, C_i (w − w_i)⟩ = ⟨w, C_i w⟩ − ρ(C_i).

Summing over i and using ⟨w, S w⟩ = ρ(S),

ρ(S) − ∑ ρ(C_i) = ∑ ⟨w − w_i, C_i (w − w_i)⟩ ≥ 0.

If the deviation vanishes, every term does, so w_i = w for all i. Then C_i⁻¹X = σ(C_i) w, and the solutions are pairwise proportional.

Conversely, let C_i⁻¹X = c C_j⁻¹X. Pairing with X gives σ(C_i) = c σ(C_j), so c ≠ 0 and w_i = w_j. If this holds for all pairs, call the common response v. Since S w = ρ(S) X and ⟨v, X⟩ = 1,

ρ(S) = ⟨v, S w⟩ = ∑ ⟨w_i, C_i w⟩ = ∑ ρ(C_i).

With a single basis function all solutions are proportional and the rule is exact. Two basis functions already allow a deviation: for X = (1, 1), C₁ = diag(1, 2) and C₂ = diag(2, 1), the separate resistivities are 2/3 each, while the total is 3/2 > 4/3.

## Resistivity and unit-current response in Lean

The type `n` labels the basis of the discretized distribution, and `ι` labels the mechanisms; both are finite.

```lean
import Mathlib

open Matrix

namespace MatthiessenDeviation

noncomputable section

variable {n ι : Type*} [Fintype n] [DecidableEq n] [Fintype ι]
```

Here `⬝ᵥ` is the dot product and `*ᵥ` applies a matrix to a vector. Physical prefactors are set to one, and the same X describes both driving and current, so ρ is the reciprocal of one diagonal conductivity. In an anisotropic crystal this is the resistivity along the field when the field lies along a principal axis of the conductivity tensor.

```lean
/-- The resistivity `1 / ⟨X, C⁻¹ X⟩` for the collision matrix `C` and the driving vector `X`;
its domain is `C` positive definite and `X` nonzero. -/
def resistivity (C : Matrix n n ℝ) (X : n → ℝ) : ℝ := 1 / (X ⬝ᵥ C⁻¹ *ᵥ X)
```

The next definition is w(C).

```lean
/-- The solution `C⁻¹ X` of the linearized equation, multiplied by the resistivity;
its domain is `C` positive definite and `X` nonzero. -/
def response (C : Matrix n n ℝ) (X : n → ℝ) : n → ℝ := resistivity C X • (C⁻¹ *ᵥ X)
```

`PosDef` includes symmetry for real matrices. Physically, it stands for collisions that relax every deviation represented in the basis; modes conserved by all mechanisms, such as particle number, must have been removed. A mechanism that by itself conserves a remaining mode is not covered, as with normal electron–electron scattering, which conserves crystal momentum. Elastic impurity scattering conserves the number of electrons at each energy, so it is covered only if the basis represents no deviation that depends on energy alone; a basis of functions odd in the wavevector, with bands even in it, meets this condition. Symmetry reflects detailed balance in a suitably weighted basis.

```lean
/-- The conductivity `⟨X, C⁻¹ X⟩` is positive for a positive definite collision matrix and a
nonzero driving vector. -/
theorem conductivity_pos {C : Matrix n n ℝ} {X : n → ℝ} (hC : C.PosDef) (hX : X ≠ 0) :
    0 < X ⬝ᵥ C⁻¹ *ᵥ X := by
  simpa only [star_trivial] using hC.inv.dotProduct_mulVec_pos hX
```

Positivity of σ permits the cancellation that gives unit current.

```lean
/-- For a positive definite collision matrix and a nonzero driving vector, the response carries
unit current. -/
theorem response_current {C : Matrix n n ℝ} {X : n → ℝ} (hC : C.PosDef) (hX : X ≠ 0) :
    X ⬝ᵥ response C X = 1 := by
  rw [response, dotProduct_smul, smul_eq_mul, resistivity]
  exact one_div_mul_cancel (conductivity_pos hC hX).ne'
```

The balance equation follows by cancelling C against its inverse.

```lean
/-- For a positive definite collision matrix, the collision term of the response balances a
driving term whose strength is the resistivity. -/
theorem response_balance {C : Matrix n n ℝ} (X : n → ℝ) (hC : C.PosDef) :
    C *ᵥ response C X = resistivity C X • X := by
  have hdet : IsUnit C.det := isUnit_iff_ne_zero.mpr hC.det_pos.ne'
  rw [response, Matrix.mulVec_smul, Matrix.mulVec_mulVec, Matrix.mul_nonsing_inv C hdet,
    Matrix.one_mulVec]
```

Equation (1) is `response_reciprocity`; the transpose step moves C onto the response.

```lean
/-- For a positive definite collision matrix, the collision form between the response and any
deviation `u` of unit current equals the resistivity. -/
theorem response_reciprocity {C : Matrix n n ℝ} {X u : n → ℝ} (hC : C.PosDef)
    (hu : X ⬝ᵥ u = 1) : response C X ⬝ᵥ C *ᵥ u = resistivity C X := by
  have hT : Cᵀ = C := by
    rw [← Matrix.conjTranspose_eq_transpose_of_trivial]
    exact hC.isHermitian.eq
  -- symmetry moves the collision matrix onto the response
  rw [Matrix.dotProduct_mulVec, ← Matrix.mulVec_transpose, hT, response_balance X hC,
    smul_dotProduct, hu, smul_eq_mul, mul_one]
```

Equal responses are then identified with proportional solutions. The reverse direction derives c ≠ 0 from positive conductivity, as above.

```lean
/-- For positive definite collision matrices and a nonzero driving vector, two mechanisms have the
same unit-current response exactly when their solutions `C⁻¹ X` and `D⁻¹ X` are proportional. -/
theorem response_eq_iff {C D : Matrix n n ℝ} {X : n → ℝ} (hC : C.PosDef) (hD : D.PosDef)
    (hX : X ≠ 0) :
    response C X = response D X ↔ ∃ c : ℝ, C⁻¹ *ᵥ X = c • (D⁻¹ *ᵥ X) := by
  have pC := conductivity_pos hC hX
  have pD := (conductivity_pos hD hX).ne'
  constructor
  · intro h
    refine ⟨(X ⬝ᵥ C⁻¹ *ᵥ X) * resistivity D X, ?_⟩
    calc C⁻¹ *ᵥ X = (X ⬝ᵥ C⁻¹ *ᵥ X) • response C X := by
          rw [response, resistivity, smul_smul, mul_one_div_cancel pC.ne', one_smul]
      _ = (X ⬝ᵥ C⁻¹ *ᵥ X) • response D X := by rw [h]
      _ = ((X ⬝ᵥ C⁻¹ *ᵥ X) * resistivity D X) • (D⁻¹ *ᵥ X) := by
          rw [response, smul_smul]
  · rintro ⟨c, h⟩
    have hs : X ⬝ᵥ C⁻¹ *ᵥ X = c * (X ⬝ᵥ D⁻¹ *ᵥ X) := by
      rw [h, dotProduct_smul, smul_eq_mul]
    have hc : c ≠ 0 := by
      intro h0
      rw [hs, h0, zero_mul] at pC
      exact lt_irrefl _ pC
    simp only [response, resistivity]
    rw [hs, h, smul_smul]
    congr 1
    field_simp
```

## From the exact deviation to the inequality

The collision form is additive in the matrix.

```lean
omit [DecidableEq n] in
/-- The collision form of a total collision matrix is the sum of the forms of its parts. -/
theorem form_sum (C : ι → Matrix n n ℝ) (u v : n → ℝ) :
    u ⬝ᵥ (∑ i, C i) *ᵥ v = ∑ i, u ⬝ᵥ C i *ᵥ v :=
  map_sum (AddMonoidHom.mk' (fun A : Matrix n n ℝ => u ⬝ᵥ A *ᵥ v)
    (fun A B => by simp only [Matrix.add_mulVec, dotProduct_add])) C Finset.univ
```

In `deviation_formula`, `h1`, `h2` and `h3` evaluate the two cross terms and the last square, and `ring` collects them.

```lean
/-- For positive definite mechanisms and a nonzero driving vector, the deviation from Matthiessen's
rule is the sum of the collision forms of the differences between the total response and the
response of each mechanism alone. -/
theorem deviation_formula [Nonempty ι] {C : ι → Matrix n n ℝ} {X : n → ℝ}
    (hC : ∀ i, (C i).PosDef) (hX : X ≠ 0) :
    resistivity (∑ i, C i) X - ∑ i, resistivity (C i) X =
      ∑ i, (response (∑ j, C j) X - response (C i) X) ⬝ᵥ
        C i *ᵥ (response (∑ j, C j) X - response (C i) X) := by
  have hS : (∑ i, C i).PosDef :=
    Finset.sum_induction_nonempty C Matrix.PosDef (fun _ _ ha hb => ha.add hb)
      Finset.univ_nonempty (fun i _ => hC i)
  have hw := response_current hS hX
  have total := response_reciprocity hS hw
  rw [form_sum] at total
  rw [← total, ← Finset.sum_sub_distrib]
  refine Finset.sum_congr rfl fun i _ => ?_
  -- both cross terms and the last square equal the resistivity of mechanism `i`
  have h1 := response_reciprocity (hC i) hw
  have h2 := response_reciprocity (hC i) (response_current (hC i) hX)
  have h3 : response (∑ j, C j) X ⬝ᵥ C i *ᵥ response (C i) X = resistivity (C i) X := by
    rw [response_balance X (hC i), dotProduct_smul, dotProduct_comm, hw, smul_eq_mul, mul_one]
  rw [Matrix.mulVec_sub, dotProduct_sub, sub_dotProduct, sub_dotProduct, h1, h2, h3]
  ring
```

The general theorem states the inequality and its equality condition together. Nonnegative terms with zero sum vanish separately, and positive definiteness then forces `hr`, the equality of responses. For the converse, `ht` tests the total balance equation with the common response.

The matrices and X are held fixed when mechanisms are combined: the theorem does not treat mechanisms that alter one another or the band structure.

```lean
/-- For finitely many positive definite mechanisms and a nonzero driving vector, the total
resistivity is at least the sum of the separate ones, with equality exactly when the separate
solutions `(C i)⁻¹ X` are pairwise proportional. -/
theorem matthiessen_many [Nonempty ι] {C : ι → Matrix n n ℝ} {X : n → ℝ}
    (hC : ∀ i, (C i).PosDef) (hX : X ≠ 0) :
    ∑ i, resistivity (C i) X ≤ resistivity (∑ i, C i) X ∧
    (resistivity (∑ i, C i) X = ∑ i, resistivity (C i) X ↔
      ∀ i j, ∃ c : ℝ, (C i)⁻¹ *ᵥ X = c • ((C j)⁻¹ *ᵥ X)) := by
  have hdev := deviation_formula hC hX
  have hnn : ∀ i (v : n → ℝ), 0 ≤ v ⬝ᵥ C i *ᵥ v := fun i v => by
    simpa only [star_trivial] using (hC i).posSemidef.dotProduct_mulVec_nonneg v
  refine ⟨sub_nonneg.mp (hdev ▸ Finset.sum_nonneg fun i _ => hnn i _), ?_, ?_⟩
  · intro h
    rw [h, sub_self] at hdev
    have hz := (Finset.sum_eq_zero_iff_of_nonneg fun i _ => hnn i _).mp hdev.symm
    -- a vanishing collision form forces each response to equal the total one
    have hr : ∀ i, response (∑ j, C j) X = response (C i) X := by
      intro i
      by_contra hne
      have hp := (hC i).dotProduct_mulVec_pos (sub_ne_zero.mpr hne)
      simp only [star_trivial] at hp
      exact hp.ne' (hz i (Finset.mem_univ i))
    exact fun i j => (response_eq_iff (hC i) (hC j) hX).mp ((hr i).symm.trans (hr j))
  · intro h
    obtain ⟨k⟩ := ‹Nonempty ι›
    have hS : (∑ i, C i).PosDef :=
      Finset.sum_induction_nonempty C Matrix.PosDef (fun _ _ ha hb => ha.add hb)
        ⟨k, Finset.mem_univ k⟩ (fun i _ => hC i)
    -- test the total balance equation with the common response
    have ht : response (C k) X ⬝ᵥ (∑ i, C i) *ᵥ response (∑ i, C i) X =
        resistivity (∑ i, C i) X := by
      rw [response_balance X hS, dotProduct_smul, dotProduct_comm,
        response_current (hC k) hX, smul_eq_mul, mul_one]
    rw [← ht, form_sum]
    refine Finset.sum_congr rfl fun i _ => ?_
    rw [(response_eq_iff (hC k) (hC i) hX).mpr (h k i)]
    exact response_reciprocity (hC i) (response_current hS hX)
```

For two mechanisms, the family is `![C₁, C₂]`, and a single proportionality supplies all pairs.

```lean
/-- Deviations from Matthiessen's rule are never negative for two positive definite mechanisms and
a nonzero driving vector, and they vanish exactly when `C₁⁻¹ X` and `C₂⁻¹ X` are proportional. -/
theorem matthiessen_two {C₁ C₂ : Matrix n n ℝ} {X : n → ℝ}
    (h₁ : C₁.PosDef) (h₂ : C₂.PosDef) (hX : X ≠ 0) :
    resistivity C₁ X + resistivity C₂ X ≤ resistivity (C₁ + C₂) X ∧
    (resistivity (C₁ + C₂) X = resistivity C₁ X + resistivity C₂ X ↔
      ∃ c : ℝ, C₁⁻¹ *ᵥ X = c • (C₂⁻¹ *ᵥ X)) := by
  have hC : ∀ i, (![C₁, C₂] i).PosDef := by
    intro i
    fin_cases i
    exacts [h₁, h₂]
  obtain ⟨hle, heq⟩ := matthiessen_many hC hX
  have hs : ∑ i, ![C₁, C₂] i = C₁ + C₂ := by simp [Fin.sum_univ_two]
  have hr : ∑ i, resistivity (![C₁, C₂] i) X = resistivity C₁ X + resistivity C₂ X := by
    simp [Fin.sum_univ_two]
  rw [hs, hr] at hle heq
  refine ⟨hle, heq.trans ⟨fun h => h 0 1, fun h => ?_⟩⟩
  have h12 := (response_eq_iff h₁ h₂ hX).mpr h
  intro i j
  apply (response_eq_iff (hC i) (hC j) hX).mp
  fin_cases i <;> fin_cases j <;> simp [h12]
```

Since ρ(C₂) > 0, the inequality also shows that adding the second mechanism strictly raises the resistivity.

```lean
/-- Adding a positive definite scattering mechanism to another one strictly raises the resistivity
for a nonzero driving vector. -/
theorem resistivity_lt_add {C₁ C₂ : Matrix n n ℝ} {X : n → ℝ}
    (h₁ : C₁.PosDef) (h₂ : C₂.PosDef) (hX : X ≠ 0) :
    resistivity C₁ X < resistivity (C₁ + C₂) X := by
  have hp : 0 < resistivity C₂ X := one_div_pos.mpr (conductivity_pos h₂ hX)
  linarith [(matthiessen_two h₁ h₂ hX).1]

end

end MatthiessenDeviation
```

```lean
#print axioms MatthiessenDeviation.matthiessen_two
#print axioms MatthiessenDeviation.resistivity_lt_add
```

```
'MatthiessenDeviation.matthiessen_two' depends on axioms: [propext, Classical.choice, Quot.sound]
'MatthiessenDeviation.resistivity_lt_add' depends on axioms: [propext, Classical.choice, Quot.sound]
```
